# King plots with a third term: straight only for proportional electronic factors or collinear isotope patterns

## Choosing two transitions

When computed electronic factors are used to choose two transitions for a King-plot search, one step is to evaluate \(F_1G_2-F_2G_1\). In a model with one term beyond the mass and field shifts, this number tells whether that term can bend the plot at all.

Divide each measured isotope shift by the mass factor \(\mu=1/M_A-1/M_{A'}\) of its isotope pair \(i\). For transition \(k=1,2\) the model gives

\[
m_k(i)=K_k+F_k\,r_i+G_k\,x_i .
\]

Here \(K_k\) is the mass-shift constant, \(F_k\) the field-shift factor and \(G_k\) the electronic factor of the third term. The letter \(r\) is not a radius: \(r_i\) stands for \(\delta\langle r^2\rangle_i/\mu_i\). The pattern \(x_i\) is the nuclear part of the third term, also divided by \(\mu_i\), for instance from a higher-order nuclear effect or a new electron–neutron interaction. The King plot shows \(m_2\) against \(m_1\).

That real shifts consist of exactly these terms, with electronic factors common to all isotope pairs, is an assumption. Four-component calculations can supply the factors.

## The determinant for three isotope pairs

Label the pairs 0, 1, 2 and let \(e\) be the vector of ones. For patterns \(u,v\), write \(\Delta_ju=u_j-u_0\). Subtracting the first row from the others gives

\[
\det(e,u,v)=\Delta_1u\,\Delta_2v-\Delta_2u\,\Delta_1v .
\]

The constants drop out of \(\Delta_jm_k=F_k\Delta_jr+G_k\Delta_jx\). On insertion the \(F_1F_2\) and \(G_1G_2\) terms cancel, leaving

\[
\begin{aligned}
\det(e,m_1,m_2)&=F_1G_2(\Delta_1r\Delta_2x-\Delta_2r\Delta_1x)\\
&\quad+G_1F_2(\Delta_1x\Delta_2r-\Delta_2x\Delta_1r)\\
&=(F_1G_2-F_2G_1)\det(e,r,x).
\end{aligned}
\]

The determinant \(D=\det(e,u,v)\) vanishes exactly when the three points are collinear. If \(au_i+bv_i=c\) with \((a,b)\ne(0,0)\), then \(a\Delta_ju+b\Delta_jv=0\), hence \(aD=bD=0\) and \(D=0\). Conversely, if \(D=0\), a nonzero edge \((\Delta_ju,\Delta_jv)\) gives the normal \((\Delta_jv,-\Delta_ju)\) of a line through all three points. If both edges vanish, the points coincide and \(u=u_0\) is such a line.

## Any number of isotope pairs

A line \(am_1+bm_2=c\) in the King plot means

\[
(aF_1+bF_2)r_i+(aG_1+bG_2)x_i=c-aK_1-bK_2 .
\]

If \(F_1G_2\ne F_2G_1\), the map from \((a,b)\) to the new coefficients is invertible, so the King plot is straight exactly when the points \((r_i,x_i)\) are collinear.

If \(F_1G_2=F_2G_1\), the choice \((a,b)=(F_2,-F_1)\) removes both patterns. Should both \(F_k\) vanish, take \((G_2,-G_1)\); should all four factors vanish, \(m_1=K_1\) is already a line.

With \(G_1=G_2=0\) this is the ordinary straight King plot. With only two isotope pairs every plot is straight, whatever the factors.

## A quadratic pattern

For \(x_i=r_i^2\),

\[
\begin{aligned}
\det(e,r,r^2)&=\Delta_1r\,\Delta_2r\,[(r_2+r_0)-(r_1+r_0)]\\
&=(r_1-r_0)(r_2-r_0)(r_2-r_1).
\end{aligned}
\]

Three distinct values of \(r\) and \(F_1G_2\ne F_2G_1\) therefore give a bent plot. A non-constant \(r\) is not enough: for \(r=(0,0,1)\), \(m_1=r\) and \(m_2=r^2\), two points coincide and the plot is straight. This is not the pattern of a quadratic field shift: if all pairs share one reference isotope, that shift can be written as a multiple of \((\delta\langle r^2\rangle_i)^2\), and division by \(\mu_i\) gives a multiple of \(\mu_ir_i^2\), not of \(r_i^2\).

## The statements in Lean

Patterns are real functions on an index type `ι` of isotope pairs, or on `Fin 3` where the determinant `kingDet` is used. `modifiedShift` is \(m_k\). `IsStraight` asks for a line with nonzero normal, so it admits vertical lines and coinciding points. `kingDet_modifiedShift` is the factorisation, `kingPlot_straight_iff` the equivalence for any `ι`, and `kingPlot_bent_of_square` the quadratic case, with distinct values expressed by `Function.Injective r`. Experimental uncertainties do not enter.

```lean
import Mathlib

namespace KingPlotNonlinearity

/-- The modified isotope shift of one transition: a constant mass term `K`, a field term `F r`
and a third term `G x`, where `r` and `x` depend on the isotope pair. -/
def modifiedShift {ι : Type*} (K F G : ℝ) (r x : ι → ℝ) : ι → ℝ :=
  fun i => K + F * r i + G * x i

/-- The King determinant `det(e, u, v)` of two patterns over three isotope pairs,
with `e` the vector of ones. -/
def kingDet (u v : Fin 3 → ℝ) : ℝ :=
  Matrix.det !![1, u 0, v 0; 1, u 1, v 1; 1, u 2, v 2]

/-- The plot of `v` against `u` is straight: all its points lie on one line
`a u + b v = c` of the plane, with `a` and `b` not both zero. -/
def IsStraight {ι : Type*} (u v : ι → ℝ) : Prop :=
  ∃ a b c : ℝ, (a ≠ 0 ∨ b ≠ 0) ∧ ∀ i, a * u i + b * v i = c

/-- The King determinant is the cross product of the two edge vectors that leave
the first point of the plot. -/
theorem kingDet_eq_cross (u v : Fin 3 → ℝ) :
    kingDet u v = (u 1 - u 0) * (v 2 - v 0) - (u 2 - u 0) * (v 1 - v 0) := by
  simp [kingDet, Matrix.det_fin_three]
  ring

/-- The King determinant of two transitions is the determinant of the patterns `r` and `x`
times the electronic factor `F₁ G₂ - F₂ G₁`. -/
theorem kingDet_modifiedShift (K₁ K₂ F₁ F₂ G₁ G₂ : ℝ) (r x : Fin 3 → ℝ) :
    kingDet (modifiedShift K₁ F₁ G₁ r x) (modifiedShift K₂ F₂ G₂ r x)
      = (F₁ * G₂ - F₂ * G₁) * kingDet r x := by
  simp only [kingDet_eq_cross, modifiedShift]
  ring

/-- For three isotope pairs the King determinant vanishes exactly when the plot is straight. -/
theorem kingDet_eq_zero_iff (u v : Fin 3 → ℝ) : kingDet u v = 0 ↔ IsStraight u v := by
  rw [kingDet_eq_cross]
  constructor
  · intro hD
    by_cases h1 : u 1 - u 0 ≠ 0 ∨ v 1 - v 0 ≠ 0
    · -- the line through the first two points
      refine ⟨v 1 - v 0, u 0 - u 1, (v 1 - v 0) * u 0 + (u 0 - u 1) * v 0, ?_, ?_⟩
      · rcases h1 with h | h
        · exact Or.inr fun h' => h (by linarith)
        · exact Or.inl h
      · intro i
        match i with
        | 0 => ring
        | 1 => ring
        | 2 => linear_combination -hD
    · simp only [ne_eq, not_or, not_not] at h1
      by_cases h2 : u 2 - u 0 ≠ 0 ∨ v 2 - v 0 ≠ 0
      · -- the first two points coincide: the line through the first and the third
        refine ⟨v 2 - v 0, u 0 - u 2, (v 2 - v 0) * u 0 + (u 0 - u 2) * v 0, ?_, ?_⟩
        · rcases h2 with h | h
          · exact Or.inr fun h' => h (by linarith)
          · exact Or.inl h
        · intro i
          match i with
          | 0 => ring
          | 1 => linear_combination (v 2 - v 0) * h1.1 + (u 0 - u 2) * h1.2
          | 2 => ring
      · -- all three points coincide
        simp only [ne_eq, not_or, not_not] at h2
        refine ⟨1, 0, u 0, Or.inl one_ne_zero, ?_⟩
        intro i
        match i with
        | 0 => ring
        | 1 => linear_combination h1.1
        | 2 => linear_combination h2.1
  · rintro ⟨a, b, c, hab, h⟩
    have h0 := h 0
    have h1 := h 1
    have h2 := h 2
    -- both components of the normal vector are annihilated by the determinant
    have ha : a * ((u 1 - u 0) * (v 2 - v 0) - (u 2 - u 0) * (v 1 - v 0)) = 0 := by
      linear_combination (v 2 - v 0) * (h1 - h0) - (v 1 - v 0) * (h2 - h0)
    have hb : b * ((u 1 - u 0) * (v 2 - v 0) - (u 2 - u 0) * (v 1 - v 0)) = 0 := by
      linear_combination (u 1 - u 0) * (h2 - h0) - (u 2 - u 0) * (h1 - h0)
    rcases hab with hn | hn
    · exact (mul_eq_zero.mp ha).resolve_left hn
    · exact (mul_eq_zero.mp hb).resolve_left hn

/-- For any set of isotope pairs, the King plot of two transitions is straight exactly when
the field and third-term factors are proportional, `F₁ G₂ = F₂ G₁`, or the plot of `x`
against `r` is itself straight. -/
theorem kingPlot_straight_iff {ι : Type*} (K₁ K₂ F₁ F₂ G₁ G₂ : ℝ) (r x : ι → ℝ) :
    IsStraight (modifiedShift K₁ F₁ G₁ r x) (modifiedShift K₂ F₂ G₂ r x)
      ↔ F₁ * G₂ = F₂ * G₁ ∨ IsStraight r x := by
  by_cases hD : F₁ * G₂ = F₂ * G₁
  · refine ⟨fun _ => Or.inl hD, fun _ => ?_⟩
    by_cases hF : F₁ ≠ 0 ∨ F₂ ≠ 0
    · -- eliminating the field term eliminates the third term as well
      refine ⟨F₂, -F₁, F₂ * K₁ - F₁ * K₂, ?_, fun i => ?_⟩
      · rcases hF with h | h
        · exact Or.inr (neg_ne_zero.mpr h)
        · exact Or.inl h
      · simp only [modifiedShift]
        linear_combination (-(x i)) * hD
    · by_cases hG : G₁ ≠ 0 ∨ G₂ ≠ 0
      · refine ⟨G₂, -G₁, G₂ * K₁ - G₁ * K₂, ?_, fun i => ?_⟩
        · rcases hG with h | h
          · exact Or.inr (neg_ne_zero.mpr h)
          · exact Or.inl h
        · simp only [modifiedShift]
          linear_combination (r i) * hD
      · simp only [ne_eq, not_or, not_not] at hF hG
        refine ⟨1, 0, K₁, Or.inl one_ne_zero, fun i => ?_⟩
        simp only [modifiedShift]
        linear_combination (r i) * hF.1 + (x i) * hG.1
  · have hD' : F₁ * G₂ - F₂ * G₁ ≠ 0 := sub_ne_zero.mpr hD
    constructor
    · -- a line in the King plot pulls back to a line in the plane of `r` and `x`
      rintro ⟨a, b, c, hab, h⟩
      refine Or.inr ⟨a * F₁ + b * F₂, a * G₁ + b * G₂, c - a * K₁ - b * K₂, ?_, fun i => ?_⟩
      · by_contra hn
        simp only [ne_eq, not_or, not_not] at hn
        obtain ⟨hp, hq⟩ := hn
        have ha : a * (F₁ * G₂ - F₂ * G₁) = 0 := by linear_combination G₂ * hp - F₂ * hq
        have hb : b * (F₁ * G₂ - F₂ * G₁) = 0 := by linear_combination F₁ * hq - G₁ * hp
        rcases hab with h1 | h1
        · exact mul_ne_zero h1 hD' ha
        · exact mul_ne_zero h1 hD' hb
      · have hi := h i
        simp only [modifiedShift] at hi
        linear_combination hi
    · -- conversely, a line for `r` and `x` is carried to a line in the King plot
      intro hs
      obtain ⟨p, q, c, hpq, h⟩ := hs.resolve_left hD
      refine ⟨p * G₂ - q * F₂, q * F₁ - p * G₁,
        (F₁ * G₂ - F₂ * G₁) * c + (p * G₂ - q * F₂) * K₁ + (q * F₁ - p * G₁) * K₂,
        ?_, fun i => ?_⟩
      · by_contra hn
        simp only [ne_eq, not_or, not_not] at hn
        obtain ⟨ha, hb⟩ := hn
        have hp : p * (F₁ * G₂ - F₂ * G₁) = 0 := by linear_combination F₁ * ha + F₂ * hb
        have hq : q * (F₁ * G₂ - F₂ * G₁) = 0 := by linear_combination G₁ * ha + G₂ * hb
        rcases hpq with h1 | h1
        · exact mul_ne_zero h1 hD' hp
        · exact mul_ne_zero h1 hD' hq
      · simp only [modifiedShift]
        linear_combination (F₁ * G₂ - F₂ * G₁) * h i

/-- If the third pattern is the square of `r`, if `r` takes three distinct values, and if
`F₁ G₂ ≠ F₂ G₁`, then the King plot of the three isotope pairs is not straight. -/
theorem kingPlot_bent_of_square (K₁ K₂ F₁ F₂ G₁ G₂ : ℝ) (r : Fin 3 → ℝ)
    (hr : Function.Injective r) (hD : F₁ * G₂ ≠ F₂ * G₁) :
    ¬ IsStraight (modifiedShift K₁ F₁ G₁ r (fun i => r i ^ 2))
      (modifiedShift K₂ F₂ G₂ r (fun i => r i ^ 2)) := by
  rw [← kingDet_eq_zero_iff, kingDet_modifiedShift]
  -- the remaining determinant is of Vandermonde form
  have hV : kingDet r (fun i => r i ^ 2) = (r 1 - r 0) * (r 2 - r 0) * (r 2 - r 1) := by
    rw [kingDet_eq_cross]
    ring
  rw [hV]
  have h10 : r 1 - r 0 ≠ 0 := sub_ne_zero.mpr (hr.ne (by decide))
  have h20 : r 2 - r 0 ≠ 0 := sub_ne_zero.mpr (hr.ne (by decide))
  have h21 : r 2 - r 1 ≠ 0 := sub_ne_zero.mpr (hr.ne (by decide))
  exact mul_ne_zero (sub_ne_zero.mpr hD) (mul_ne_zero (mul_ne_zero h10 h20) h21)

end KingPlotNonlinearity
```

```lean
#print axioms KingPlotNonlinearity.kingPlot_straight_iff
#print axioms KingPlotNonlinearity.kingPlot_bent_of_square
```

```
'KingPlotNonlinearity.kingPlot_straight_iff' depends on axioms: [propext, Classical.choice, Quot.sound]
'KingPlotNonlinearity.kingPlot_bent_of_square' depends on axioms: [propext, Classical.choice, Quot.sound]
```

## From the algebra to the proof

`kingDet_eq_cross` expands the determinant into differences, after which `ring` proves the factorisation. In `kingDet_eq_zero_iff`, the case splits select a nonzero edge, and `ha` and `hb` are the identities \(aD=0\) and \(bD=0\).

`kingPlot_straight_iff` splits on whether \(F_1G_2=F_2G_1\). In the singular case it supplies the normals listed above. Otherwise it carries the normal in either direction; the inverse map is multiplied by \(F_1G_2-F_2G_1\) to avoid division. Each `linear_combination` names the multiples of known equations that add up to the goal.

The last theorem rewrites straightness as a vanishing determinant, factorises it, and shows that every factor is nonzero.
